# For a real symmetric occupation matrix n with mean occupation b, 0 < b < 1, the mixing parameter Tr((n − b)²)/(D b(1 − b)) is zero exactly when n is b times the identity

The shell has a finite number D ≥ 1 of orbitals and a real symmetric occupation matrix n, whose mean occupation b = Tr n / D lies strictly between 0 and 1; the individual eigenvalues of n are not restricted to that range. The lemma `mixing_eq_zero_iff` says that the mixing parameter Tr((n − b)²) / (D b (1 − b)) vanishes exactly when n = b·1, that is, when every orbital has occupation b and the off-diagonal elements are zero. The proof first notes that the denominator is positive, so only the numerator can vanish. It then needs n − b to equal its own conjugate transpose, so that the numerator is the trace of a matrix's conjugate transpose times the matrix, which is zero only for the zero matrix.

The first attempt, which Lean rejects:

```lean
import Mathlib

open Matrix

namespace DoubleCountingInterpolation

noncomputable section

variable {ι : Type*} [Fintype ι] [DecidableEq ι]

/-- The mean occupation `b = Tr n / D` of a shell with `D ≥ 1` orbitals. -/
def meanOcc (n : Matrix ι ι ℝ) : ℝ := n.trace / (Fintype.card ι : ℝ)

/-- The deviation `n - b` of the occupation matrix from its mean. -/
def deviation (n : Matrix ι ι ℝ) : Matrix ι ι ℝ := n - meanOcc n • (1 : Matrix ι ι ℝ)

/-- The mixing parameter `Tr((n - b)²) / (D b (1 - b))`, meant for a partially filled shell,
`0 < b < 1`. -/
def mixing (n : Matrix ι ι ℝ) : ℝ :=
  (deviation n * deviation n).trace / (Fintype.card ι * meanOcc n * (1 - meanOcc n))

omit [DecidableEq ι] in
/-- For a partially filled shell `D b (1 - b)` is positive. -/
theorem capacity_pos [Nonempty ι] {n : Matrix ι ι ℝ} (h0 : 0 < meanOcc n)
    (h1 : meanOcc n < 1) : 0 < (Fintype.card ι : ℝ) * meanOcc n * (1 - meanOcc n) := by
  have hD : (0 : ℝ) < Fintype.card ι := Nat.cast_pos.mpr Fintype.card_pos
  exact mul_pos (mul_pos hD h0) (sub_pos.mpr h1)

/-- For a partially filled shell with symmetric `n`, the mixing parameter is 0 exactly when
the occupation matrix is the scalar matrix `b`. -/
theorem mixing_eq_zero_iff [Nonempty ι] {n : Matrix ι ι ℝ} (hn : n.IsHermitian)
    (h0 : 0 < meanOcc n) (h1 : meanOcc n < 1) :
    mixing n = 0 ↔ n = meanOcc n • (1 : Matrix ι ι ℝ) := by
  have hK := capacity_pos h0 h1
  have hd : (deviation n)ᴴ = deviation n := by
    simp [deviation, hn.eq]
  have h := Matrix.trace_conjTranspose_mul_self_eq_zero_iff (A := deviation n)
  rw [hd] at h
  rw [mixing, div_eq_zero_iff, or_iff_left hK.ne', h, deviation, sub_eq_zero]

end

end DoubleCountingInterpolation
```

The compiler's answer:

```
Main.lean:35:44: error: unsolved goals
ι : Type u_1
inst✝² : Fintype ι
inst✝¹ : DecidableEq ι
inst✝ : Nonempty ι
n : Matrix ι ι ℝ
hn : n.IsHermitian
h0 : 0 < meanOcc n
h1 : meanOcc n < 1
hK : 0 < ↑(Fintype.card ι) * meanOcc n * (1 - meanOcc n)
⊢ nᵀ = n
Main.lean:36:21: warning: This simp argument is unused:
  hn.eq

Hint: Omit it from the simp argument list.
  [apply] simp [deviation]

Note: This linter can be disabled with `set_option linter.unusedSimpArgs false`
```

The change, after which it compiles:

```diff
@@ -34,5 +34,6 @@
   have hK := capacity_pos h0 h1
   have hd : (deviation n)ᴴ = deviation n := by
-    simp [deviation, hn.eq]
+    rw [deviation, Matrix.conjTranspose_sub, Matrix.conjTranspose_smul,
+      Matrix.conjTranspose_one, hn.eq, star_trivial]
   have h := Matrix.trace_conjTranspose_mul_self_eq_zero_iff (A := deviation n)
   rw [hd] at h
```

Diagnosis. The error is in the step `hd`, which says that the deviation n − b equals its conjugate transpose. Lean is left with `nᵀ = n`, where `ᵀ` is the plain transpose. The hypothesis `hn.eq` says `nᴴ = n`, with the conjugate transpose `ᴴ`. Over the real numbers conjugation does nothing, and `simp` rewrites `ᴴ` to `ᵀ`. After that there is no `nᴴ` for `hn.eq` to rewrite, which is why the warning calls it unused. The remaining goal is true, but `simp` has no rule in the form it needs to close it.

The repair replaces `simp` with a fixed sequence of rewrites that keeps `ᴴ`. After `deviation` is unfolded, `Matrix.conjTranspose_sub`, `Matrix.conjTranspose_smul` and `Matrix.conjTranspose_one` carry the conjugate transpose through the difference, the scalar multiple and the identity matrix. This leaves `nᴴ`, which `hn.eq` turns into `n`, and a conjugated real scalar, from which `star_trivial` removes the conjugation. The two sides are then identical.
